# Static 1/r³ Couplings to Dilute Spins Give Exponential Dephasing

A probe spin surrounded by dilute partners picks up a phase from each of them. Its signal is the cosine of the total phase, averaged over the positions of the partners and the signs of their phases. A common estimate expands the cosine, \(\cos\varphi\approx 1-\varphi^2/2\), and reads the decay off the mean-square phase. For a nonzero phase \(a/r^3\) at distance \(r\) this fails: the mean-square phase contains \(\int r^2\,r^{-6}\,dr\), which diverges at small \(r\). A few very close partners dominate it, and no Gaussian decay rate comes out. With the cosine kept whole, the integral is finite. For many partners placed independently and uniformly in space, with independent and equally likely signs, the decay is exponential, at a rate linear in the concentration.

## The dephasing volume and the decay law

Let the probe sit at the centre of a sphere of radius \(R\) with \(N\) partners placed in it independently and uniformly. Each shifts the probe's angular frequency by a constant \(\pm b/r^3\), where \(b\) is the coupling strength, and so contributes a phase \(\pm a/r^3\) with \(a=bt\) after a time \(t\). If the signs are independent of one another and of the positions, and both are equally likely, the sine terms average to zero and the signal is \(s(a,R)^N\), where \(s(a,R)\) is the average of \(\cos(a/r^3)\) over the sphere. Define

\[
I(a)=\int_0^\infty 4\pi r^2\left(1-\cos\frac{a}{r^3}\right)dr,\qquad
C=\frac{4\pi}{3}\int_0^\infty\frac{1-\cos u}{u^2}\,du .
\]

The claim is that \(C\) is finite and positive, that \(I(a)=C|a|\), and that at fixed concentration \(c>0\) the signal tends to \(e^{-cC|bt|}\) as \(N\to\infty\).

**The constant.** Since \(1-\cos u\le u^2/2\) and \(1-\cos u\le 2\),

\[
(1-\cos u)(1+u^2)\le \tfrac12u^2+2u^2=\tfrac52u^2 ,
\]

so the integrand is at most \(\tfrac52/(1+u^2)\), which is integrable. It is nowhere negative and is positive on \((0,1)\), so \(C>0\). Integration by parts turns the integral into \(\int_0^\infty \frac{\sin u}{u}\,du=\frac{\pi}{2}\), so \(C=2\pi^2/3\), a value that the Lean file does not prove.

**The volume.** Put \(u=r^{-3}\). Then \(r^2\,dr\) becomes \(\tfrac13u^{-2}\,du\) once the limits are put in increasing order, and

\[
I(a)=\frac{4\pi}{3}\int_0^\infty\frac{1-\cos(au)}{u^2}\,du .
\]

For \(a\neq0\), the substitution \(v=|a|u\) gives \(du/u^2=|a|\,dv/v^2\), and the cosine is even, so \(I(a)=C|a|\). For \(a=0\) both sides vanish.

**The limit.** Let \(V=\tfrac{4\pi}{3}R^3\), and let \(I_R(a)\) be the integral \(I(a)\) stopped at \(R\). Writing \(\cos=1-(1-\cos)\) gives \(s(a,R)=1-I_R(a)/V\). Fixed concentration means \(cV_N=N\), so for \(N\ge1\)

\[
s(a,R_N)^N=\left(1-\frac{c\,I_{R_N}(a)}{N}\right)^N .
\]

The radius \(R_N=(3N/4\pi c)^{1/3}\) grows without bound, so \(x_N=-c\,I_{R_N}(a)\) tends to \(-cC|a|\). Since \(N\ln(1+x_N/N)=x_N+O(1/N)\), the power tends to \(e^{-cC|a|}\).

**Orientation.** In a strong magnetic field, the dipolar coupling between two spins with different resonance frequencies reduces to \(b=D(1-3x^2)\), where \(D\) sets its strength, \(x=\cos\theta\), and \(\theta\) is the angle between the field and the vector joining the spins. With \(x\) uniform on \([-1,1]\), the average of \(I\) is \(C|Dt|\) times the average of \(|1-3x^2|\). The sign changes at \(x=\pm s\) with \(s=1/\sqrt3\), and \(x-x^3\) is an antiderivative of \(1-3x^2\). The middle interval gives \(2(s-s^3)\) and each outer one \(s-s^3\), so the average is

\[
\tfrac12\cdot4(s-s^3)=\tfrac43s=\frac{4\sqrt3}{9}.
\]

**Zero time, and a random number of partners.** At \(t=0\) the limit is 1, as it must be. For \(b\neq0\) it leaves this value with a cusp, in keeping with the infinite mean-square phase. The number of partners could also have been modelled as Poisson distributed with mean \(cV\). The signal in a finite sphere would then be \(e^{-c\,I_R(a)}\) at every \(R>0\), and only the limit \(R\to\infty\) would remain.

## The four quantities in Lean

```lean
import Mathlib

open MeasureTheory Set Filter Topology

namespace AndersonDilutePowder

noncomputable section
```

All quantities are real numbers. The integrand of \(C\) comes first.

```lean
/-- The dimensionless dephasing kernel `(1 - cos u) / u²`, for `u ≠ 0`. -/
def kernel (u : ℝ) : ℝ := (1 - Real.cos u) / u ^ 2
```

`Ioi (0 : ℝ)` is the half-line \(u>0\), so the next definition is \(C\).

```lean
/-- Anderson's constant `C = (4π/3) ∫ (1 - cos u) / u² du` over `u > 0`. -/
def andersonConst : ℝ := 4 * Real.pi / 3 * ∫ u in Ioi (0 : ℝ), kernel u
```

The argument `a` below is the product \(bt\), and `dephasingVolume a` is \(I(a)\).

```lean
/-- The volume dephased by a coupling that gives the phase `a / r³` at distance `r`:
the integral of `4π r² (1 - cos (a / r³))` over `r > 0`. -/
def dephasingVolume (a : ℝ) : ℝ :=
  ∫ r in Ioi (0 : ℝ), 4 * Real.pi * r ^ 2 * (1 - Real.cos (a / r ^ 3))
```

The one-partner average \(s(a,R)\) is a radial integral divided by the volume of the sphere.

```lean
/-- The average of `cos (a / r³)` over the position of one spin placed uniformly in a
sphere of radius `R > 0`. -/
def sphereSignal (a R : ℝ) : ℝ :=
  (∫ r in (0 : ℝ)..R, 4 * Real.pi * r ^ 2 * Real.cos (a / r ^ 3)) /
    (4 * Real.pi / 3 * R ^ 3)
```

These definitions fix the model: the partners are static, they may come arbitrarily close to the probe, and they do not interact with one another.

## Finiteness and sign of the constant

Lean gives a divergent integral the value zero, so convergence needs a statement of its own.

```lean
/-- The integral that defines Anderson's constant converges. -/
theorem kernel_integrable : IntegrableOn kernel (Ioi 0) := by
  have hm : Measurable kernel :=
    (measurable_const.sub Real.measurable_cos).div (measurable_id.pow_const 2)
  -- one Lorentzian bounds the kernel both near zero and at infinity
  have hi : Integrable kernel := by
    refine Integrable.mono' (integrable_inv_one_add_sq.const_mul (5 / 2))
      hm.aestronglyMeasurable (Eventually.of_forall fun u => ?_)
    have h1 := Real.one_sub_sq_div_two_le_cos (x := u)
    have h2 := Real.neg_one_le_cos u
    have h3 := Real.cos_le_one u
    have h0 : 0 ≤ kernel u := div_nonneg (by linarith) (sq_nonneg u)
    rw [Real.norm_of_nonneg h0, ← div_eq_mul_inv]
    by_cases hu : u = 0
    · subst hu
      norm_num [kernel]
    · have hp : 0 < u ^ 2 := by positivity
      unfold kernel
      rw [div_le_div_iff₀ hp (by positivity)]
      nlinarith [mul_nonneg hp.le (by linarith : 0 ≤ 1 + Real.cos u)]
  exact hi.integrableOn
```

`Integrable.mono'` compares the kernel with \(\tfrac52/(1+u^2)\). The final `nlinarith` proves the inequality \((1-\cos u)(1+u^2)\le\tfrac52u^2\) from the two bounds on the cosine.

```lean
/-- Anderson's constant is positive. -/
theorem andersonConst_pos : 0 < andersonConst := by
  have hI : IntervalIntegrable kernel volume 0 1 :=
    (intervalIntegrable_iff_integrableOn_Ioc_of_le zero_le_one).2
      (kernel_integrable.mono_set Ioc_subset_Ioi_self)
  have h1 : 0 < ∫ u in (0 : ℝ)..1, kernel u := by
    refine intervalIntegral.intervalIntegral_pos_of_pos_on hI (fun u hu => ?_) zero_lt_one
    have hc := Real.cos_lt_cos_of_nonneg_of_le_pi le_rfl
      (by linarith [hu.2, Real.pi_gt_three]) hu.1
    rw [Real.cos_zero] at hc
    exact div_pos (by linarith) (pow_pos hu.1 2)
  rw [intervalIntegral.integral_of_le zero_le_one] at h1
  have h2 : ∫ u in Ioc (0 : ℝ) 1, kernel u ≤ ∫ u in Ioi (0 : ℝ), kernel u :=
    setIntegral_mono_set kernel_integrable
      (Eventually.of_forall fun u =>
        div_nonneg (by linarith [Real.cos_le_one u]) (sq_nonneg u))
      (Eventually.of_forall fun _ hu => Ioc_subset_Ioi_self hu)
  exact mul_pos (by positivity) (h1.trans_le h2)
```

The integral over \((0,1)\) is positive because the cosine is below 1 there. Extending the range to the half-line can only add to it, since the kernel is nonnegative.

## Two substitutions for the volume

The rescaling \(v=|a|u\) is done first, with \(a=0\) as a separate case.

```lean
/-- Scaling the phase by `a` keeps the kernel integral finite and multiplies it by `|a|`. -/
theorem kernel_scaling (a : ℝ) :
    IntegrableOn (fun u => (1 - Real.cos (a * u)) / u ^ 2) (Ioi 0) ∧
    ∫ u in Ioi (0 : ℝ), (1 - Real.cos (a * u)) / u ^ 2 =
      |a| * ∫ u in Ioi (0 : ℝ), kernel u := by
  by_cases ha : a = 0
  · subst ha
    simp
  have h : 0 < |a| := abs_pos.2 ha
  have hf : (fun u => (1 - Real.cos (a * u)) / u ^ 2) =
      fun u => a ^ 2 * kernel (|a| * u) := by
    funext u
    have hc : Real.cos (|a| * u) = Real.cos (a * u) := by
      rcases abs_choice a with h | h <;> rw [h]
      rw [neg_mul, Real.cos_neg]
    unfold kernel
    rw [hc, mul_pow, sq_abs]
    by_cases hu : u = 0
    · simp [hu]
    · field_simp
  rw [hf]
  constructor
  · exact Integrable.const_mul ((integrableOn_Ioi_comp_mul_left_iff kernel 0 h).2
      (by simpa using kernel_integrable)) (a ^ 2)
  · rw [integral_const_mul, integral_comp_mul_left_Ioi kernel 0 h, mul_zero,
      smul_eq_mul, ← sq_abs a, ← mul_assoc, pow_two, mul_assoc |a| |a|,
      mul_inv_cancel₀ h.ne', mul_one]
```

The identity `hf` writes the integrand as \(a^2\) times the kernel at \(|a|u\). The change of variable supplies \(1/|a|\), which leaves \(|a|\).

```lean
/-- The dephasing volume is finite and equals `C |a|`. -/
theorem dephasingVolume_eq (a : ℝ) :
    IntegrableOn (fun r => 4 * Real.pi * r ^ 2 * (1 - Real.cos (a / r ^ 3))) (Ioi 0) ∧
    dephasingVolume a = andersonConst * |a| := by
  let g : ℝ → ℝ := fun u => 4 * Real.pi / 3 * ((1 - Real.cos (a * u)) / u ^ 2)
  have hp : (-3 : ℝ) ≠ 0 := by norm_num
  -- the substitution u = 1 / r³
  have hs : EqOn (fun r : ℝ => (|(-3 : ℝ)| * r ^ ((-3 : ℝ) - 1)) • g (r ^ (-3 : ℝ)))
      (fun r => 4 * Real.pi * r ^ 2 * (1 - Real.cos (a / r ^ 3))) (Ioi 0) := by
    intro r hr
    have hr0 : 0 < r := hr
    have h1 : r ^ (-3 : ℝ) = (r ^ 3)⁻¹ := by
      rw [Real.rpow_neg hr0.le]
      congr 1
      exact_mod_cast Real.rpow_natCast r 3
    have h2 : r ^ ((-3 : ℝ) - 1) = (r ^ 4)⁻¹ := by
      rw [show (-3 : ℝ) - 1 = -4 by norm_num, Real.rpow_neg hr0.le]
      congr 1
      exact_mod_cast Real.rpow_natCast r 4
    have h3 : |(-3 : ℝ)| = 3 := by norm_num
    simp only [g, h1, h2, h3, smul_eq_mul, div_eq_mul_inv a]
    generalize Real.cos (a * (r ^ 3)⁻¹) = k
    field_simp
  have hg : IntegrableOn g (Ioi 0) := Integrable.const_mul (kernel_scaling a).1 _
  constructor
  · exact ((integrableOn_Ioi_comp_rpow_iff g hp).2 hg).congr_fun hs measurableSet_Ioi
  · unfold dephasingVolume andersonConst
    rw [← setIntegral_congr_fun measurableSet_Ioi hs, integral_comp_rpow_Ioi g hp]
    simp only [g]
    rw [integral_const_mul, (kernel_scaling a).2]
    ring
```

The theorem says that the radial integrand is integrable and that \(I(a)=C|a|\), for every real \(a\). Mathlib's rule for the substitution \(u=r^{-3}\) carries the factor \(3r^{-4}\), and `hs` checks that this factor turns the integrand in \(u\) into the radial one.

## From one partner to N

```lean
/-- In a sphere of radius `R > 0`, the one-spin signal is one minus the dephasing integral
up to `R` divided by the volume of the sphere. -/
theorem sphereSignal_eq (a : ℝ) {R : ℝ} (hR : 0 < R) :
    sphereSignal a R = 1 -
      (∫ r in (0 : ℝ)..R, 4 * Real.pi * r ^ 2 * (1 - Real.cos (a / r ^ 3))) /
        (4 * Real.pi / 3 * R ^ 3) := by
  have hI : IntervalIntegrable
      (fun r => 4 * Real.pi * r ^ 2 * (1 - Real.cos (a / r ^ 3))) volume 0 R :=
    (intervalIntegrable_iff_integrableOn_Ioc_of_le hR.le).2
      ((dephasingVolume_eq a).1.mono_set Ioc_subset_Ioi_self)
  have hq : IntervalIntegrable (fun r : ℝ => 4 * Real.pi * r ^ 2) volume 0 R :=
    (by fun_prop : Continuous fun r : ℝ => 4 * Real.pi * r ^ 2).intervalIntegrable 0 R
  have hf : (fun r : ℝ => 4 * Real.pi * r ^ 2 * Real.cos (a / r ^ 3)) = fun r =>
      4 * Real.pi * r ^ 2 - 4 * Real.pi * r ^ 2 * (1 - Real.cos (a / r ^ 3)) := by
    funext r
    ring
  have hv : ∫ r in (0 : ℝ)..R, 4 * Real.pi * r ^ 2 = 4 * Real.pi / 3 * R ^ 3 := by
    rw [intervalIntegral.integral_const_mul, integral_pow]
    push_cast
    ring
  have hV : 4 * Real.pi / 3 * R ^ 3 ≠ 0 := by positivity
  unfold sphereSignal
  rw [hf, intervalIntegral.integral_sub hq hI, hv, sub_div, div_self hV]
```

This is \(s=1-I_R/V\) for \(R>0\), obtained by splitting the integral and evaluating \(\int_0^R4\pi r^2\,dr\).

```lean
/-- Anderson's decay: for `N` spins placed independently and uniformly in a sphere at fixed
concentration `c > 0`, with phase `± b t / r³` from each and independent, equally likely signs, the
signal is the `N`-th power of the one-spin average of the cosine. It tends to `exp (-c C |b t|)` as
`N` grows. -/
theorem anderson_decay (b t : ℝ) {c : ℝ} (hc : 0 < c) (R : ℕ → ℝ)
    (hR : ∀ N : ℕ, c * (4 * Real.pi / 3 * R N ^ 3) = N) :
    Tendsto (fun N : ℕ => sphereSignal (b * t) (R N) ^ N) atTop
      (𝓝 (Real.exp (-(c * andersonConst * |b * t|)))) := by
  have hk : 0 < c * (4 * Real.pi / 3) := by positivity
  -- at fixed concentration the sphere grows without bound
  have hlim : Tendsto R atTop atTop := by
    refine tendsto_atTop.2 fun M => ?_
    filter_upwards [(tendsto_natCast_atTop_atTop (R := ℝ)).eventually_gt_atTop
      (c * (4 * Real.pi / 3) * M ^ 3)] with N hN
    by_contra h
    have h3 : R N ^ 3 < M ^ 3 :=
      (show Odd 3 by decide).strictMono_pow (not_le.1 h)
    have h4 := mul_lt_mul_of_pos_left h3 hk
    linarith [hR N]
  have hI := (intervalIntegral_tendsto_integral_Ioi 0
    (dephasingVolume_eq (b * t)).1 hlim).const_mul (-c)
  have hval : -c * (∫ r in Ioi (0 : ℝ),
      4 * Real.pi * r ^ 2 * (1 - Real.cos (b * t / r ^ 3))) =
      -(c * andersonConst * |b * t|) := by
    have h := (dephasingVolume_eq (b * t)).2
    unfold dephasingVolume at h
    rw [h]
    ring
  rw [hval] at hI
  -- N times the one-spin signal loss converges, so the N-th power is exponential
  have hg : Tendsto (fun N : ℕ => (N : ℝ) * (sphereSignal (b * t) (R N) - 1)) atTop
      (𝓝 (-(c * andersonConst * |b * t|))) := by
    refine hI.congr' ?_
    filter_upwards [hlim.eventually_gt_atTop 0] with N hN
    have hV : 4 * Real.pi / 3 * R N ^ 3 ≠ 0 := by positivity
    rw [sphereSignal_eq _ hN, ← hR N]
    generalize 4 * Real.pi / 3 * R N ^ 3 = V at hV ⊢
    field_simp
    ring
  simpa using Real.tendsto_one_add_pow_exp_of_tendsto hg
```

The hypothesis `hR` is the condition of fixed concentration, \(cV_N=N\), and it determines the radii. Independence enters through the \(N\)-th power; the theorem does not construct random positions or signs.

In the proof, `hlim` shows \(R_N\to\infty\) by comparing cubes. `hI` is the convergence of \(-c\,I_{R_N}\), and `hg` identifies this quantity with \(N(s-1)\) once \(R_N>0\). The last line applies Mathlib's limit for \((1+x_N/N)^N\).

For simulations of dephasing without refocusing pulses in dilute spin systems, the theorem supplies a limiting curve to compare with, provided that the partners are static, independent and uniformly placed, that \(|b|\) is the same for all of them, and that the signs of their phases are random as described above.

## Averaging over orientation

```lean
/-- The orientation average of `|1 - 3 cos² θ|` over the sphere is `4√3/9`. -/
theorem powder_average :
    (1 / 2) * ∫ x in (-1 : ℝ)..1, |1 - 3 * x ^ 2| = 4 * √3 / 9 := by
  obtain ⟨s, hs⟩ : ∃ s : ℝ, s = √3 / 3 := ⟨_, rfl⟩
  have h3 : √3 ^ 2 = (3 : ℝ) := Real.sq_sqrt (by norm_num)
  have hs2 : s ^ 2 = 1 / 3 := by rw [hs, div_pow, h3]; norm_num
  have hs0 : 0 < s := by rw [hs]; positivity
  have hs1 : s < 1 := by nlinarith
  have hP : ∀ p q : ℝ, ∫ x in p..q, (1 - 3 * x ^ 2) = (q - q ^ 3) - (p - p ^ 3) := by
    intro p q
    refine intervalIntegral.integral_eq_sub_of_hasDerivAt (f := fun x => x - x ^ 3)
      (fun x _ => ?_)
      ((by fun_prop : Continuous fun x : ℝ => 1 - 3 * x ^ 2).intervalIntegrable p q)
    simpa using (hasDerivAt_id x).fun_sub (hasDerivAt_pow 3 x)
  have hi : ∀ p q : ℝ, IntervalIntegrable (fun x : ℝ => |1 - 3 * x ^ 2|) volume p q :=
    fun p q => (by fun_prop : Continuous fun x : ℝ => |1 - 3 * x ^ 2|).intervalIntegrable p q
  -- the coupling changes sign at the magic angle, x = ±s
  have hA : ∫ x in (-1 : ℝ)..(-s), |1 - 3 * x ^ 2| = s - s ^ 3 := by
    rw [intervalIntegral.integral_congr (g := fun x => -(1 - 3 * x ^ 2)),
      intervalIntegral.integral_neg, hP]
    · ring
    · intro x hx
      rw [uIcc_of_le (by linarith)] at hx
      exact abs_of_nonpos (by nlinarith [hx.2])
  have hB : ∫ x in (-s)..s, |1 - 3 * x ^ 2| = 2 * (s - s ^ 3) := by
    rw [intervalIntegral.integral_congr (g := fun x => 1 - 3 * x ^ 2), hP]
    · ring
    · intro x hx
      rw [uIcc_of_le (by linarith)] at hx
      exact abs_of_nonneg (by nlinarith [mul_nonneg (sub_nonneg.2 hx.1) (sub_nonneg.2 hx.2)])
  have hC : ∫ x in s..1, |1 - 3 * x ^ 2| = s - s ^ 3 := by
    rw [intervalIntegral.integral_congr (g := fun x => -(1 - 3 * x ^ 2)),
      intervalIntegral.integral_neg, hP]
    · ring
    · intro x hx
      rw [uIcc_of_le hs1.le] at hx
      exact abs_of_nonpos (by nlinarith [hx.1])
  rw [← intervalIntegral.integral_add_adjacent_intervals (hi (-1) s) (hi s 1),
    ← intervalIntegral.integral_add_adjacent_intervals (hi (-1) (-s)) (hi (-s) s),
    hA, hB, hC]
  linear_combination (-2 * s) * hs2 + (4 / 3) * hs
```

The variable `s` is \(1/\sqrt3\), written as `√3 / 3`. The steps `hA`, `hB` and `hC` are the three intervals between the sign changes, and `hP` is the antiderivative.

```lean
/-- For the dipolar coupling `D (1 - 3 cos² θ)`, the dephasing volume averaged over all
orientations is `(4√3/9) C |D t|`. -/
theorem powder_dephasingVolume (D t : ℝ) :
    (1 / 2) * ∫ x in (-1 : ℝ)..1, dephasingVolume (D * (1 - 3 * x ^ 2) * t) =
      4 * √3 / 9 * andersonConst * |D * t| := by
  have hf : (fun x : ℝ => dephasingVolume (D * (1 - 3 * x ^ 2) * t)) =
      fun x => andersonConst * |D * t| * |1 - 3 * x ^ 2| := by
    funext x
    rw [(dephasingVolume_eq _).2, abs_mul, abs_mul, abs_mul]
    ring
  rw [hf, intervalIntegral.integral_const_mul]
  linear_combination (andersonConst * |D * t|) * powder_average

end

end AndersonDilutePowder
```

Each orientation contributes \(C|Dt|\,|1-3x^2|\) by `dephasingVolume_eq`, and `powder_average` does the rest. The theorem concerns the averaged volume alone. To use it in a decay law, one would average over the direction of each partner inside the one-partner signal, a step that the file does not take.

```lean
#print axioms AndersonDilutePowder.andersonConst_pos
#print axioms AndersonDilutePowder.anderson_decay
#print axioms AndersonDilutePowder.powder_dephasingVolume
```

```
'AndersonDilutePowder.andersonConst_pos' depends on axioms: [propext, Classical.choice, Quot.sound]
'AndersonDilutePowder.anderson_decay' depends on axioms: [propext, Classical.choice, Quot.sound]
'AndersonDilutePowder.powder_dephasingVolume' depends on axioms: [propext, Classical.choice, Quot.sound]
```
